# For g, a > 0, the function F(κ) = cosh(κa) − g sinh(κa)/κ takes the value exp(−ga) at κ = g, strictly between −1 and 1

For real g, a and κ ≠ 0, let F(κ) = cosh(κa) − g sinh(κa)/κ, which the file calls the band function of the comb. The lemma states that, when g and a are both positive, F(g) = exp(−ga) and |F(g)| < 1. The formula for F is taken as a definition, and neither a Hamiltonian nor a derivation of a band condition enters the statement. The proof cancels the factor g against the denominator and uses cosh x − sinh x = exp(−x) to get the equality. The bound then follows because the exponential is positive, and is less than 1 when its exponent is negative.

In Lean, a first try:

```lean
import Mathlib

open Real Set

namespace BandFunctionAtG

noncomputable section

/-- The band function `F(κ) = cosh κa - g sinh(κa)/κ` of the comb. Domain: `κ ≠ 0`. -/
def bandFunction (g a κ : ℝ) : ℝ := cosh (κ * a) - g * sinh (κ * a) / κ

/-- For `g > 0` and `a > 0`, `F(g) = exp(-ga)`, which lies strictly between `-1` and `1`. -/
theorem bandFunction_at_g {g a : ℝ} (hg : 0 < g) (ha : 0 < a) :
    bandFunction g a g = exp (-(g * a)) ∧ |bandFunction g a g| < 1 := by
  have h : bandFunction g a g = exp (-(g * a)) := by
    unfold bandFunction
    rw [mul_div_cancel_left₀ _ hg.ne', Real.cosh_sub_sinh]
  refine ⟨h, ?_⟩
  rw [h, abs_of_pos (Real.exp_pos _)]
  exact Real.exp_lt_one (neg_lt_zero.2 (mul_pos hg ha))

end

end BandFunctionAtG
```

The compiler's answer:

```
Main.lean:20:8: error(lean.unknownIdentifier): Unknown constant `Real.exp_lt_one`
```

Cause. The only error is `Unknown constant`: the last line calls `Real.exp_lt_one`, and no declaration of that name exists in the Mathlib that the file imports. The mathematics of the step is sound. After the rewrite with `abs_of_pos`, what remains to be shown is exp(−(ga)) < 1, and the term `neg_lt_zero.2 (mul_pos hg ha)` correctly proves −(ga) < 0.

The repair uses `Real.exp_lt_one_iff` instead, which says that exp x < 1 holds if and only if x < 0. Because this is an equivalence and not an implication, it can't be applied directly to the proof of −(ga) < 0. The suffix `.2` selects the direction from x < 0 to exp x < 1, which is the one needed. The argument passed to it is unchanged, as is the rest of the proof.

This version goes through:

```diff
@@ -18,5 +18,5 @@
   refine ⟨h, ?_⟩
   rw [h, abs_of_pos (Real.exp_pos _)]
-  exact Real.exp_lt_one (neg_lt_zero.2 (mul_pos hg ha))
+  exact Real.exp_lt_one_iff.2 (neg_lt_zero.2 (mul_pos hg ha))
 
 end
```
